# A Fermi–Amaldi upper bound on the Hartree–Fock interaction energy for positive repulsion and real orbitals

## Density matrix, Coulomb and exchange

In an orthonormal basis of real spin orbitals φ_p, a Slater determinant of real orbitals has a density matrix D that is symmetric and idempotent, D² = D. Its trace is the number of electrons. With two-electron integrals (pq|rs) in chemists' order, the Coulomb and exchange matrices are

J(D)_pq = Σ_rs (pq|rs) D_rs

K(D)_pq = Σ_rs (pr|qs) D_rs

The Hartree energy is tr(D J(D))/2, and the Hartree–Fock interaction energy is (tr(D J(D)) − tr(D K(D)))/2. Here D counts spin orbitals: for a closed shell it has two equal spin blocks, and it is not the spin-summed matrix with occupations of 2.

## How much repulsion exchange removes

The Hartree energy lets each electron repel itself, and exchange takes this out. Fermi and Amaldi's correction estimates the remainder by scaling the Hartree energy with 1 − 1/(number of electrons). For a determinant, the scaled energy is an upper bound on the Hartree–Fock interaction energy, provided that the repulsion is positive: every real pair distribution x_pq must satisfy

Σ x_pq (pq|rs) x_rs ≥ 0

For Coulomb integrals this sum is twice the electrostatic self-energy of the charge density Σ x_pq φ_p φ_q (summed over spin), which is nonnegative.

The exchange energy −tr(D K(D))/2 is negative or zero, and the bound limits how small its magnitude can be for a real, finite-basis determinant with a given Hartree energy and electron number. It also holds for integrals approximated by a Cholesky factorisation L Lᵀ, which are positive by construction.

## The statement in Lean's terms

The finite type `n` labels the basis spin orbitals, and `g (p, q) (r, s)` is (pq|rs). `PairPositive g` is the positivity condition above. It does not require `g` to be symmetric, so the usual eightfold symmetry is a special case. The hypotheses `hD : D.IsSymm` and `hP : D * D = D` describe the determinant.

The theorem `coulomb_le_trace_mul_exchange` says

tr(D J(D)) ≤ tr(D) · tr(D K(D))

The theorem `fermi_amaldi_bound` turns this into energies. Its letter `N` is one less than the electron number, since `hN` reads `D.trace = N + 1`; this rules out zero electrons. The conclusion is

interaction energy ≤ (1 − 1/(N + 1)) · Hartree energy

Positivity is assumed of `g`; the step from actual orbitals and the 1/r kernel to `PairPositive` is the electrostatic argument above. Complex orbitals and fractional occupations lie outside the hypotheses.

## Completing a square over index pairs

Write a = (a₁, a₂) for an index pair, and read D as a pair vector d with d_a = D_{a₁a₂}. Since D is symmetric, relabelling the sums gives

tr(D J(D)) = d·g d

tr(D K(D)) = Σ_ij g_ij D_{i₁j₁} D_{i₂j₂}

where i and j are also pairs. Let x_a be the column of D ⊗ D with entries x_a(i) = D_{i₁a₁} D_{i₂a₂}. Idempotency gives three identities:

Σ_a d_a x_a(i) = (D D D)_{i₁i₂} = d_i

Σ_a d_a² = tr(D²) = tr D

Σ_a x_a(i) x_a(j) = (D²)_{i₁j₁} (D²)_{i₂j₂} = D_{i₁j₁} D_{i₂j₂}

By the third, Σ_a x_a·g x_a = tr(D K(D)). For real t, each vector x_a − t d_a d has nonnegative self-repulsion. Summing over a and expanding,

0 ≤ Σ_a x_a·g x_a − t (Σ_a d_a x_a)·g d − t d·g (Σ_a d_a x_a) + t² (Σ_a d_a²) d·g d

The first two identities reduce this to

0 ≤ tr(D K(D)) − 2t tr(D J(D)) + t² tr(D) tr(D J(D))

The trace is a sum of squares, so it is nonnegative. If it is positive, t = 1/tr D gives tr(D K(D)) ≥ tr(D J(D))/tr D. If it is zero, the right side is linear in t and can stay nonnegative for all t only if tr(D J(D)) = 0, so the inequality holds again.

For N + 1 electrons, subtracting the exchange bound from the Coulomb term and halving gives

(tr(D J(D)) − tr(D K(D)))/2 ≤ (1 − 1/(N + 1)) tr(D J(D))/2

## Two electrons with numbers

Take two filled spin orbitals of equal spin, so that D is the 2 × 2 identity. In arbitrary energy units let (11|11) = 1.0, (22|22) = 0.8, (11|22) = 0.6 and (12|12) = 0.1, with the values related by symmetry equal and all other integrals zero. These integrals are positive on pairs: the block for 11 and 22 has determinant 0.8 − 0.36 = 0.44, and the block for 12 and 21 has eigenvalues 0.2 and 0.

tr(D J(D)) = 1.0 + 0.8 + 2 · 0.6 = 3.0

tr(D K(D)) = 1.0 + 0.8 + 2 · 0.1 = 2.0

The interaction energy is (3.0 − 2.0)/2 = 0.5. The Hartree energy is 1.5, and the bound is half of it, 0.75.

## Equality and fractional occupation

If every pair of electrons repels by the same unit amount, then (pq|rs) = δ_pq δ_rs, J(D) = tr(D) 1 and K(D) = D. For idempotent D both sides of the exchange bound equal (tr D)², so no factor smaller than tr D works for every positive repulsion.

With the same repulsion, two half-filled orbitals have tr D = 1 and tr(D J(D)) = 1, but tr(D K(D)) = 1/2. Symmetry, integer trace and occupations between 0 and 1 are therefore not enough for the bound.

## The Lean file

```lean
import Mathlib

open Matrix

namespace FermiAmaldi

noncomputable section

variable {n : Type*} [Fintype n]

/-- The two-electron integrals `g (p,q) (r,s) = (pq|rs)` are positive semidefinite on index
pairs: every real pair distribution has nonnegative self-repulsion. -/
def PairPositive (g : Matrix (n × n) (n × n) ℝ) : Prop :=
  ∀ x : n × n → ℝ, 0 ≤ x ⬝ᵥ g *ᵥ x

/-- The Coulomb matrix `J(D)_pq = ∑ (pq|rs) D_rs`. -/
def coulomb (g : Matrix (n × n) (n × n) ℝ) (D : Matrix n n ℝ) : Matrix n n ℝ :=
  Matrix.of fun p q => ∑ r, ∑ s, g (p, q) (r, s) * D r s

/-- The exchange matrix `K(D)_pq = ∑ (pr|qs) D_rs`. -/
def exchange (g : Matrix (n × n) (n × n) ℝ) (D : Matrix n n ℝ) : Matrix n n ℝ :=
  Matrix.of fun p q => ∑ r, ∑ s, g (p, r) (q, s) * D r s

/-- The Hartree energy `tr(D J(D)) / 2`. -/
def hartreeEnergy (g : Matrix (n × n) (n × n) ℝ) (D : Matrix n n ℝ) : ℝ :=
  (D * coulomb g D).trace / 2

/-- The Hartree-Fock interaction energy `(tr(D J(D)) - tr(D K(D))) / 2` in spin orbitals. -/
def interactionEnergy (g : Matrix (n × n) (n × n) ℝ) (D : Matrix n n ℝ) : ℝ :=
  ((D * coulomb g D).trace - (D * exchange g D).trace) / 2

/-- For symmetric `D`, the Coulomb trace is the self-repulsion of `D` read as a pair vector. -/
theorem trace_coulomb (g : Matrix (n × n) (n × n) ℝ) {D : Matrix n n ℝ} (hD : D.IsSymm) :
    (D * coulomb g D).trace =
      (fun i : n × n => D i.1 i.2) ⬝ᵥ g *ᵥ (fun i : n × n => D i.1 i.2) := by
  have hs : ∀ a b, D a b = D b a := fun a b => hD.apply b a
  simp only [Matrix.trace, Matrix.diag_apply, Matrix.mul_apply, coulomb, Matrix.of_apply,
    dotProduct, Matrix.mulVec, Fintype.sum_prod_type]
  refine Finset.sum_comm.trans (Finset.sum_congr rfl fun q _ =>
    Finset.sum_congr rfl fun p _ => ?_)
  rw [hs p q]

/-- For symmetric `D`, the exchange trace is the contraction of the integrals with `D ⊗ D`. -/
theorem trace_exchange (g : Matrix (n × n) (n × n) ℝ) {D : Matrix n n ℝ} (hD : D.IsSymm) :
    (D * exchange g D).trace =
      ∑ i : n × n, ∑ j : n × n, g i j * (D i.1 j.1 * D i.2 j.2) := by
  have hs : ∀ a b, D a b = D b a := fun a b => hD.apply b a
  simp only [Matrix.trace, Matrix.diag_apply, Matrix.mul_apply, exchange, Matrix.of_apply,
    Fintype.sum_prod_type, Finset.mul_sum]
  refine Finset.sum_comm.trans (Finset.sum_congr rfl fun q _ =>
    Finset.sum_comm.trans (Finset.sum_congr rfl fun r _ =>
      Finset.sum_congr rfl fun p _ => Finset.sum_congr rfl fun s _ => ?_))
  rw [hs p q]
  ring

/-- Completing the square: for pair-positive integrals and a symmetric idempotent `D`, the
quadratic polynomial `tr(DK) - 2 t tr(DJ) + t² tr(D) tr(DJ)` is nonnegative for all real `t`. -/
theorem square_nonneg {g : Matrix (n × n) (n × n) ℝ} (hg : PairPositive g)
    {D : Matrix n n ℝ} (hD : D.IsSymm) (hP : D * D = D) (t : ℝ) :
    0 ≤ (D * exchange g D).trace - 2 * t * (D * coulomb g D).trace
      + t ^ 2 * D.trace * (D * coulomb g D).trace := by
  have hs : ∀ a b, D a b = D b a := fun a b => hD.apply b a
  have hDD : ∀ a b, ∑ c, D a c * D b c = D a b := by
    intro a b
    calc ∑ c, D a c * D b c = (D * D) a b := by
          rw [Matrix.mul_apply]
          exact Finset.sum_congr rfl fun c _ => by rw [hs b c]
      _ = D a b := by rw [hP]
  -- `d` is the density as a pair vector, `x a` are the columns of `D ⊗ D`
  obtain ⟨d, hd⟩ : ∃ d : n × n → ℝ, d = fun i => D i.1 i.2 := ⟨_, rfl⟩
  obtain ⟨x, hx⟩ : ∃ x : n × n → n × n → ℝ,
      x = fun a i => D i.1 a.1 * D i.2 a.2 := ⟨_, rfl⟩
  have hfix : ∀ i, ∑ a, d a * x a i = d i := by
    rintro ⟨i, j⟩
    simp only [hd, hx, Fintype.sum_prod_type]
    calc ∑ a, ∑ b, D a b * (D i a * D j b) = ∑ a, D i a * ∑ b, D a b * D j b := by
          refine Finset.sum_congr rfl fun a _ => ?_
          rw [Finset.mul_sum]
          exact Finset.sum_congr rfl fun b _ => by ring
      _ = ∑ a, D i a * D j a :=
          Finset.sum_congr rfl fun a _ => by rw [hDD a j, hs a j]
      _ = D i j := hDD i j
  have hdot : ∀ v : n × n → ℝ, ∑ a, d a * (x a ⬝ᵥ v) = d ⬝ᵥ v := by
    intro v
    simp only [dotProduct, Finset.mul_sum]
    refine Finset.sum_comm.trans (Finset.sum_congr rfl fun i _ => ?_)
    rw [← hfix i, Finset.sum_mul]
    exact Finset.sum_congr rfl fun a _ => by ring
  have hnorm : ∑ a, d a * d a = D.trace := by
    simp only [hd, Fintype.sum_prod_type, hDD, Matrix.trace, Matrix.diag_apply]
  have hxx : ∀ i j, ∑ a, x a i * x a j = D i.1 j.1 * D i.2 j.2 := by
    intro i j
    rw [← hDD i.1 j.1, ← hDD i.2 j.2, Finset.sum_mul_sum, Fintype.sum_prod_type]
    simp only [hx]
    exact Finset.sum_congr rfl fun a _ => Finset.sum_congr rfl fun b _ => by ring
  have hK : ∑ a, x a ⬝ᵥ g *ᵥ x a = (D * exchange g D).trace := by
    rw [trace_exchange g hD]
    simp only [dotProduct, Matrix.mulVec, Finset.mul_sum]
    refine Finset.sum_comm.trans (Finset.sum_congr rfl fun i _ =>
      Finset.sum_comm.trans (Finset.sum_congr rfl fun j _ => ?_))
    rw [← hxx i j, Finset.mul_sum]
    exact Finset.sum_congr rfl fun a _ => by ring
  have hJ : (D * coulomb g D).trace = d ⬝ᵥ g *ᵥ d := by rw [trace_coulomb g hD, hd]
  have hflip : ∀ y : n × n → ℝ, d ⬝ᵥ g *ᵥ y = y ⬝ᵥ (d ᵥ* g) := by
    intro y
    rw [Matrix.dotProduct_mulVec]
    exact dotProduct_comm _ _
  have hexp : ∀ a, (x a - (t * d a) • d) ⬝ᵥ g *ᵥ (x a - (t * d a) • d) =
      x a ⬝ᵥ g *ᵥ x a - t * (d a * (x a ⬝ᵥ g *ᵥ d)) - t * (d a * (x a ⬝ᵥ (d ᵥ* g)))
        + t ^ 2 * (d a * d a) * (d ⬝ᵥ g *ᵥ d) := by
    intro a
    rw [← hflip (x a)]
    simp only [Matrix.mulVec_sub, Matrix.mulVec_smul, sub_dotProduct, dotProduct_sub,
      smul_dotProduct, dotProduct_smul, smul_eq_mul]
    ring
  -- add up the nonnegative self-repulsions of `x a - t d_a d`
  have h0 : 0 ≤ ∑ a, (x a - (t * d a) • d) ⬝ᵥ g *ᵥ (x a - (t * d a) • d) :=
    Finset.sum_nonneg fun a _ => hg _
  simp only [hexp, Finset.sum_add_distrib, Finset.sum_sub_distrib, ← Finset.mul_sum,
    ← Finset.sum_mul, hdot, hK, hnorm] at h0
  rw [← hflip d] at h0
  rw [hJ]
  linarith

/-- Exchange bound: for pair-positive integrals and a symmetric idempotent density matrix,
`tr(D J(D)) ≤ tr(D) tr(D K(D))`. -/
theorem coulomb_le_trace_mul_exchange {g : Matrix (n × n) (n × n) ℝ} (hg : PairPositive g)
    {D : Matrix n n ℝ} (hD : D.IsSymm) (hP : D * D = D) :
    (D * coulomb g D).trace ≤ D.trace * (D * exchange g D).trace := by
  have h := square_nonneg hg hD hP
  have hN : 0 ≤ D.trace := by
    rw [← hP]
    refine Finset.sum_nonneg fun a _ => ?_
    rw [Matrix.diag_apply, Matrix.mul_apply]
    exact Finset.sum_nonneg fun c _ => by
      rw [hD.apply a c]
      exact mul_self_nonneg _
  generalize (D * coulomb g D).trace = J at *
  generalize (D * exchange g D).trace = K at *
  generalize D.trace = N at *
  rcases hN.eq_or_lt with h0 | hpos
  · -- no electrons: the polynomial is linear in `t`, so its slope cannot be negative
    subst h0
    by_contra hc
    have hJ : 0 < J := by linarith
    have ht : (K + 1) / J * J = K + 1 := div_mul_cancel₀ _ hJ.ne'
    have h1 := h ((K + 1) / J)
    have h2 := h 0
    generalize (K + 1) / J = t at *
    linarith
  · -- the best choice is `t = 1 / N`
    have ht : N⁻¹ * N = 1 := inv_mul_cancel₀ hpos.ne'
    have h1 := mul_nonneg hpos.le (h N⁻¹)
    generalize N⁻¹ = t at *
    have e : N * (K - 2 * t * J + t ^ 2 * N * J) = N * K - J := by
      linear_combination J * (t * N - 1) * ht
    linarith

/-- Fermi-Amaldi bound: for pair-positive integrals and a symmetric idempotent density matrix
of `N + 1` electrons, the Hartree-Fock interaction energy is at most `1 - 1/(N + 1)` times the
Hartree energy. -/
theorem fermi_amaldi_bound {g : Matrix (n × n) (n × n) ℝ} (hg : PairPositive g)
    {D : Matrix n n ℝ} (hD : D.IsSymm) (hP : D * D = D) (N : ℕ) (hN : D.trace = N + 1) :
    interactionEnergy g D ≤ (1 - 1 / ((N : ℝ) + 1)) * hartreeEnergy g D := by
  have h := coulomb_le_trace_mul_exchange hg hD hP
  rw [hN] at h
  have h1 : (D * coulomb g D).trace / ((N : ℝ) + 1) ≤ (D * exchange g D).trace := by
    rw [div_le_iff₀ (by positivity)]
    linarith
  rw [div_eq_mul_one_div] at h1
  unfold interactionEnergy hartreeEnergy
  linarith

variable [DecidableEq n]

/-- The constant repulsion `(pq|rs) = δ_pq δ_rs` in an orthonormal basis. -/
def constantRepulsion : Matrix (n × n) (n × n) ℝ :=
  Matrix.of fun i j => (1 : Matrix n n ℝ) i.1 i.2 * (1 : Matrix n n ℝ) j.1 j.2

/-- The constant repulsion is positive semidefinite on index pairs. -/
theorem pairPositive_witness : PairPositive (constantRepulsion (n := n)) := by
  intro x
  have h : x ⬝ᵥ constantRepulsion *ᵥ x =
      (∑ i, (1 : Matrix n n ℝ) i.1 i.2 * x i) * (∑ i, (1 : Matrix n n ℝ) i.1 i.2 * x i) := by
    simp only [dotProduct, Matrix.mulVec, constantRepulsion, Matrix.of_apply]
    rw [Finset.sum_mul_sum]
    refine Finset.sum_congr rfl fun i _ => ?_
    rw [Finset.mul_sum]
    exact Finset.sum_congr rfl fun j _ => by ring
  rw [h]
  exact mul_self_nonneg _

/-- For the constant repulsion, `J(D) = tr(D) 1` and `K(D) = D`. -/
theorem constantRepulsion_matrices (D : Matrix n n ℝ) :
    coulomb constantRepulsion D = D.trace • (1 : Matrix n n ℝ) ∧
      exchange constantRepulsion D = D := by
  constructor
  · ext p q
    simp only [coulomb, constantRepulsion, Matrix.of_apply, Matrix.smul_apply,
      Matrix.one_apply, Matrix.trace, Matrix.diag_apply, smul_eq_mul]
    by_cases h : p = q <;> simp [h]
  · ext p q
    simp [exchange, constantRepulsion, Matrix.one_apply]

/-- Sharpness: for the constant repulsion, every idempotent `D` gives equality in the
exchange bound. -/
theorem exchange_bound_sharp {D : Matrix n n ℝ} (hP : D * D = D) :
    (D * coulomb constantRepulsion D).trace =
      D.trace * (D * exchange constantRepulsion D).trace := by
  rw [(constantRepulsion_matrices D).1, (constantRepulsion_matrices D).2, hP,
    Matrix.mul_smul, mul_one, Matrix.trace_smul, smul_eq_mul]

/-- Two half-filled orbitals with constant repulsion violate the exchange bound. -/
theorem half_filling_violates :
    (!![1 / 2, 0; 0, 1 / 2] : Matrix (Fin 2) (Fin 2) ℝ).trace *
        (!![1 / 2, 0; 0, 1 / 2] * exchange constantRepulsion !![1 / 2, 0; 0, 1 / 2]).trace <
      (!![1 / 2, 0; 0, 1 / 2] * coulomb constantRepulsion !![1 / 2, 0; 0, 1 / 2]).trace := by
  rw [(constantRepulsion_matrices _).1, (constantRepulsion_matrices _).2]
  norm_num [Matrix.trace_fin_two, Matrix.mul_apply, Fin.sum_univ_two]

end

end FermiAmaldi
```

```lean
#print axioms FermiAmaldi.fermi_amaldi_bound
#print axioms FermiAmaldi.exchange_bound_sharp
#print axioms FermiAmaldi.half_filling_violates
```

```
'FermiAmaldi.fermi_amaldi_bound' depends on axioms: [propext, Classical.choice, Quot.sound]
'FermiAmaldi.exchange_bound_sharp' depends on axioms: [propext, Classical.choice, Quot.sound]
'FermiAmaldi.half_filling_violates' depends on axioms: [propext, Classical.choice, Quot.sound]
```

## From the column identities to the energy bound

`trace_coulomb` and `trace_exchange` rewrite the two traces as pair sums by exchanging the order of summation and using the symmetry of D.

`square_nonneg` carries the main argument. Its step `hDD` is idempotency in components. The three identities are `hfix`, `hnorm` and `hxx`; `hdot` applies the first inside a dot product, and `hK` uses the third to obtain the exchange trace. `hexp` expands one square. Its two cross terms stay separate because `g` may be nonsymmetric, and `hflip` rewrites the second so that `hdot` applies to it too. `h0` sums the squares, and the identities then collapse the sum to the quadratic in t.

`coulomb_le_trace_mul_exchange` splits on the trace. For a positive trace it inserts t = 1/tr D. For zero trace it supposes tr(D J(D)) > 0 and takes t = (tr(D K(D)) + 1)/tr(D J(D)), which makes the polynomial negative, a contradiction. `fermi_amaldi_bound` divides by N + 1 and unfolds the energies.

For the constant repulsion, `pairPositive_witness` writes the quadratic form as the square of Σ_p x_pp. `constantRepulsion_matrices` computes J and K, from which `exchange_bound_sharp` and `half_filling_violates` follow by substitution.
